# The plasmon dispersion coefficient 3v²/(10ωₚ) of the long-wavelength RPA dielectric function

In electron energy loss or inelastic X-ray scattering from a metal such as aluminium or sodium, the energy-loss spectrum at small momentum transfer is dominated by a plasmon peak. As the wave number $q$ grows, the peak moves up in energy, roughly as $q^2$. What sets the curvature?

Take a degenerate electron gas with plasma frequency $\omega_p$ and Fermi velocity $v$. For frequencies $\omega > vq$, above the particle-hole continuum, its long-wavelength dielectric function in the random phase approximation (RPA) is

$$\varepsilon(q,\omega) = 1 + \frac{3\omega_p^2}{(vq)^2}\left[1 - \frac{\omega}{2vq}\ln\frac{\omega+vq}{\omega-vq}\right].$$

This formula is the starting point and is not derived here. It describes the collisionless response of a filled Fermi sphere when the recoil energy $\hbar^2q^2/2m$ of an electron of mass $m$ is neglected. A plasmon is a zero of $\varepsilon$ with $\omega > vq$. There is exactly one for each $q>0$, and its frequency $\omega(q)$ satisfies

$$\frac{\omega(q)-\omega_p}{q^2} \to \frac{3v^2}{10\,\omega_p}\qquad (q\to0^+).$$

## From the zero of ε to the curvature

Put $x = vq/\omega$, so that $0<x<1$, and define

$$g(x) = \frac{3}{x^2}\left[\frac{1}{2x}\ln\frac{1+x}{1-x} - 1\right].$$

Multiplying $\varepsilon$ by $\omega^2$ gives $\omega^2\varepsilon = \omega^2 - \omega_p^2\,g(x)$. The plasmon condition is therefore $\omega^2 = \omega_p^2\,g(vq/\omega)$.

The series $\ln\frac{1+x}{1-x} = 2\sum_{k\ge0} \frac{x^{2k+1}}{2k+1}$ loses its first term to the $-1$ in $g$, which leaves

$$g(x) = \sum_{k\ge0}\frac{3}{2k+3}\,x^{2k} = 1 + \frac35x^2 + \frac37x^4 + \cdots$$

All coefficients are positive and at most 1. Hence $g$ is non-decreasing, and comparing the tail with a geometric series gives

$$1+\tfrac35x^2 \le g(x) \le 1+\tfrac35x^2+\frac{x^4}{1-x^2}.$$

Subtracting 1 and dividing by $x^2$ squeezes $(g(x)-1)/x^2$ to $3/5$ as $x\to0^+$.

For existence, rewrite the plasmon condition as $x^2g(x) = (vq/\omega_p)^2$. The left side is continuous on $(0,1)$, tends to 0 at the lower end and diverges logarithmically at the upper end, so it takes every positive value. For uniqueness, suppose that $a<b$ are both zeros. Then $vq/b < vq/a$, so $b^2 = \omega_p^2g(vq/b) \le \omega_p^2g(vq/a) = a^2$, a contradiction.

Now let $q\to0^+$. Since $g\ge1$, we have $\omega\ge\omega_p$, so $0<x\le vq/\omega_p\to0$. Then $g(x)\to1$ and $\omega\to\omega_p$. Factoring $\omega^2-\omega_p^2=\omega_p^2(g(x)-1)$ and using $q^2 = x^2\omega^2/v^2$,

$$\frac{\omega-\omega_p}{q^2} = \frac{g(x)-1}{x^2}\cdot\frac{\omega_p^2v^2}{\omega^2(\omega+\omega_p)} \to \frac35\cdot\frac{v^2}{2\omega_p} = \frac{3v^2}{10\,\omega_p}.$$

## The dielectric function and g in Lean

```lean
import Mathlib

open Filter Topology Set

namespace RPAPlasmonDispersion

noncomputable section
```

The function `g` is the one above, defined on the reals and used on $(0,1)$.

```lean
/-- The function `g` of the ratio `x = v q / w` that enters the plasmon condition. -/
def g (x : ℝ) : ℝ := 3 * (Real.log ((1 + x) / (1 - x)) / (2 * x) - 1) / x ^ 2
```

In `eps`, the real numbers `wp`, `v`, `q` and `w` stand for $\omega_p$, $v$, $q$ and $\omega$. No relation between `wp` and `v` is imposed, although in a real gas both follow from the density. The function is real-valued, so damping is absent.

```lean
/-- Long-wavelength RPA dielectric function of a degenerate electron gas with plasma frequency
`wp` and Fermi velocity `v`, for frequencies `w` above `v q`. -/
def eps (wp v q w : ℝ) : ℝ :=
  1 + 3 * wp ^ 2 / (v * q) ^ 2 *
    (1 - w / (2 * (v * q)) * Real.log ((w + v * q) / (w - v * q)))
```

The power series comes from Mathlib's series for $\ln(1+x)-\ln(1-x)$: the linear term is removed and the rest is multiplied by $3/(2x^3)$.

```lean
/-- Power series of `g` in the ratio `x`, for `0 < x < 1`. -/
theorem hasSum_g {x : ℝ} (h0 : 0 < x) (h1 : x < 1) :
    HasSum (fun k : ℕ => 3 / (2 * (k : ℝ) + 3) * x ^ (2 * k)) (g x) := by
  have h := Real.hasSum_log_sub_log_of_abs_lt_one (abs_lt.mpr ⟨by linarith, h1⟩)
  -- drop the linear term of the logarithm and rescale
  have h2 := (hasSum_nat_add_iff' 1).mpr h
  have s : ∑ i ∈ Finset.range 1, (2 : ℝ) * (1 / (2 * (i : ℝ) + 1)) * x ^ (2 * i + 1)
      = 2 * x := by simp
  rw [s] at h2
  have h' := h2.mul_left (3 / (2 * x ^ 3))
  have terms : (fun k : ℕ => 3 / (2 * (k : ℝ) + 3) * x ^ (2 * k)) = fun k : ℕ =>
      3 / (2 * x ^ 3) * (2 * (1 / (2 * ((k + 1 : ℕ) : ℝ) + 1)) * x ^ (2 * (k + 1) + 1)) := by
    funext k
    have hk : 2 * (k : ℝ) + 3 ≠ 0 := by positivity
    have e : 2 * ((k + 1 : ℕ) : ℝ) + 1 = 2 * (k : ℝ) + 3 := by push_cast; ring
    have p : x ^ (2 * (k + 1) + 1) = x ^ (2 * k) * x ^ 3 := by ring
    simp only [e, p]
    field_simp
  have total : g x = 3 / (2 * x ^ 3) * (Real.log (1 + x) - Real.log (1 - x) - 2 * x) := by
    rw [g, Real.log_div (by linarith : (0 : ℝ) < 1 + x).ne'
      (by linarith : (0 : ℝ) < 1 - x).ne']
    generalize Real.log (1 + x) = A
    generalize Real.log (1 - x) = B
    field_simp
  rw [terms, total]
  exact h'
```

For the two-sided bound, the first two terms are split off. The remaining sum lies between zero and the geometric series $x^4\sum_k x^{2k}$.

```lean
/-- Two-sided bound on `g` with an explicit fourth-order remainder. -/
theorem g_bounds {x : ℝ} (h0 : 0 < x) (h1 : x < 1) :
    1 + 3 / 5 * x ^ 2 ≤ g x ∧ g x ≤ 1 + 3 / 5 * x ^ 2 + x ^ 4 / (1 - x ^ 2) := by
  have h2 := (hasSum_nat_add_iff' 2).mpr (hasSum_g h0 h1)
  have s : ∑ i ∈ Finset.range 2, 3 / (2 * (i : ℝ) + 3) * x ^ (2 * i)
      = 1 + 3 / 5 * x ^ 2 := by norm_num [Finset.sum_range_succ]
  rw [s] at h2
  have t : ∀ k : ℕ, (0 : ℝ) ≤ 3 / (2 * ((k + 2 : ℕ) : ℝ) + 3) * x ^ (2 * (k + 2)) :=
    fun k => by positivity
  -- the tail is dominated by a geometric series
  have u : ∀ k : ℕ, 3 / (2 * ((k + 2 : ℕ) : ℝ) + 3) * x ^ (2 * (k + 2))
      ≤ x ^ 4 * (x ^ 2) ^ k := by
    intro k
    rw [show x ^ (2 * (k + 2)) = x ^ 4 * (x ^ 2) ^ k by ring]
    apply mul_le_of_le_one_left (by positivity)
    rw [div_le_one (by positivity)]
    have hk : (0 : ℝ) ≤ ((k + 2 : ℕ) : ℝ) := Nat.cast_nonneg _
    linarith
  have geo := (hasSum_geometric_of_lt_one (sq_nonneg x)
    (by nlinarith : x ^ 2 < 1)).mul_left (x ^ 4)
  have lo := hasSum_le t hasSum_zero h2
  have hi := hasSum_le u h2 geo
  rw [← div_eq_mul_inv] at hi
  exact ⟨by linarith, by linarith⟩
```

Monotonicity is the termwise comparison of two such series.

```lean
/-- `g` is non-decreasing on the interval `(0, 1)`. -/
theorem g_mono {x y : ℝ} (h0 : 0 < x) (hxy : x ≤ y) (h1 : y < 1) : g x ≤ g y := by
  have t : ∀ k : ℕ, 3 / (2 * (k : ℝ) + 3) * x ^ (2 * k)
      ≤ 3 / (2 * (k : ℝ) + 3) * y ^ (2 * k) := fun k => by gcongr
  exact hasSum_le t (hasSum_g h0 (hxy.trans_lt h1)) (hasSum_g (h0.trans_le hxy) h1)
```

In the next statement, `𝓝[>] 0` means that the variable approaches zero from above. The proof is the squeeze between $3/5$ and $3/5 + x^2/(1-x^2)$.

```lean
/-- The leading correction to `g = 1` at small `x` is `3 x² / 5`. -/
theorem g_expansion : Tendsto (fun x => (g x - 1) / x ^ 2) (𝓝[>] 0) (𝓝 (3 / 5)) := by
  have hu : Tendsto (fun x : ℝ => 3 / 5 + x ^ 2 / (1 - x ^ 2)) (𝓝[>] 0) (𝓝 (3 / 5)) := by
    have c : ContinuousAt (fun x : ℝ => 3 / 5 + x ^ 2 / (1 - x ^ 2)) 0 := by
      apply ContinuousAt.add continuousAt_const
      apply ContinuousAt.div (by fun_prop) (by fun_prop)
      norm_num
    have c' := c.tendsto.mono_left (nhdsWithin_le_nhds (s := Ioi 0))
    convert c' using 2
    norm_num
  have hev : ∀ᶠ x in 𝓝[>] (0 : ℝ), 0 < x ∧ x < 1 := Ioo_mem_nhdsGT one_pos
  refine tendsto_of_tendsto_of_tendsto_of_le_of_le' tendsto_const_nhds hu ?_ ?_
  · filter_upwards [hev] with x hx
    rw [le_div_iff₀ (pow_pos hx.1 2)]
    linarith [(g_bounds hx.1 hx.2).1]
  · filter_upwards [hev] with x hx
    rw [div_le_iff₀ (pow_pos hx.1 2)]
    have e : (3 / 5 + x ^ 2 / (1 - x ^ 2)) * x ^ 2
        = 3 / 5 * x ^ 2 + x ^ 4 / (1 - x ^ 2) := by ring
    linarith [(g_bounds hx.1 hx.2).2]
```

## One plasmon at each wave number

The identity `key` below is $\omega^2\varepsilon = \omega^2-\omega_p^2g$. Since $\omega\neq0$, either side vanishes exactly when $\varepsilon$ does.

```lean
/-- For `w > v q > 0` the dielectric function vanishes exactly when `w² = wp² g(v q / w)`. -/
theorem eps_eq_zero_iff {wp v q w : ℝ} (hq : 0 < v * q) (hw : v * q < w) :
    eps wp v q w = 0 ↔ w ^ 2 = wp ^ 2 * g (v * q / w) := by
  have w0 : 0 < w := hq.trans hw
  have key : w ^ 2 * eps wp v q w = w ^ 2 - wp ^ 2 * g (v * q / w) := by
    unfold eps g
    generalize v * q = s at hq hw ⊢
    have l : (1 + s / w) / (1 - s / w) = (w + s) / (w - s) := by
      have a : 1 + s / w = (w + s) / w := by field_simp
      have b : 1 - s / w = (w - s) / w := by field_simp
      rw [a, b, div_div_div_cancel_right₀ w0.ne']
    rw [l]
    generalize Real.log ((w + s) / (w - s)) = L
    field_simp
    ring
  constructor
  · intro h
    rw [h] at key
    linarith
  · intro h
    have z : w ^ 2 * eps wp v q w = 0 := by rw [key]; linarith
    exact (mul_eq_zero.mp z).resolve_left (by positivity)
```

The proof applies the intermediate value theorem between two explicit points of $(0,1)$, one where $x^2g(x)$ is at most the target $c$ and one where it is at least $c$. The lower one is $a=\sqrt{c/(1+c)}$, where the upper bound on $g$ gives $a^2g(a)\le c$. The upper one is $b=(E-1)/(E+1)$ with $E=e^{2(c/3+1)}$. This choice makes the logarithm equal to $2(c/3+1)$, and $b<1$ then gives $b^2g(b)\ge c$.

```lean
/-- The function `x² g(x)` takes every positive value on `(0, 1)`. -/
theorem exists_sq_mul_g {c : ℝ} (hc : 0 < c) : ∃ x ∈ Ioo (0 : ℝ) 1, x ^ 2 * g x = c := by
  have hF : ∀ x : ℝ, 0 < x →
      x ^ 2 * g x = 3 * (Real.log ((1 + x) / (1 - x)) / (2 * x) - 1) := by
    intro x hx
    unfold g
    generalize Real.log ((1 + x) / (1 - x)) = L
    field_simp
  have cont : ContinuousOn (fun x : ℝ => x ^ 2 * g x) (Ioo 0 1) := by
    refine ContinuousOn.congr (f := fun x : ℝ =>
      3 * (Real.log ((1 + x) / (1 - x)) / (2 * x) - 1)) ?_ (fun x hx => hF x hx.1)
    intro x hx
    apply ContinuousAt.continuousWithinAt
    have a1 : 0 < 1 - x := by linarith [hx.2]
    have a2 : 0 < 1 + x := by linarith [hx.1]
    have h1 : 1 - x ≠ 0 := a1.ne'
    have h2 : (1 + x) / (1 - x) ≠ 0 := (div_pos a2 a1).ne'
    have h3 : 2 * x ≠ 0 := by linarith [hx.1] |> fun h : 0 < 2 * x => h.ne'
    fun_prop (disch := assumption)
  -- a point where the value is at most `c`
  obtain ⟨a, ha, hac⟩ : ∃ a ∈ Ioo (0 : ℝ) 1, a ^ 2 * g a ≤ c := by
    have a0 : 0 < Real.sqrt (c / (1 + c)) := Real.sqrt_pos.2 (by positivity)
    have ht : Real.sqrt (c / (1 + c)) ^ 2 * (1 + c) = c := by
      rw [Real.sq_sqrt (by positivity)]
      field_simp
    generalize Real.sqrt (c / (1 + c)) = a at a0 ht
    have a2 : a ^ 2 < 1 := by nlinarith
    have a1 : a < 1 := by nlinarith
    have d : a ^ 4 / (1 - a ^ 2) = a ^ 2 * c := by
      rw [div_eq_iff (by linarith : 0 < 1 - a ^ 2).ne']
      linear_combination a ^ 2 * ht
    have b := (g_bounds a0 a1).2
    rw [d] at b
    have b' : g a ≤ 1 + c := by nlinarith [sq_nonneg a]
    exact ⟨a, ⟨a0, a1⟩, (mul_le_mul_of_nonneg_left b' (sq_nonneg a)).trans ht.le⟩
  -- a point where the logarithm has made the value at least `c`
  obtain ⟨b, hb, hbc⟩ : ∃ b ∈ Ioo (0 : ℝ) 1, c ≤ b ^ 2 * g b := by
    have E1 : 1 < Real.exp (2 * (c / 3 + 1)) := Real.one_lt_exp_iff.2 (by positivity)
    have hl := Real.log_exp (2 * (c / 3 + 1))
    generalize Real.exp (2 * (c / 3 + 1)) = E at E1 hl
    have Ep : 0 < E + 1 := by linarith
    have b0 : 0 < (E - 1) / (E + 1) := div_pos (by linarith) Ep
    have b1 : (E - 1) / (E + 1) < 1 := (div_lt_one Ep).2 (by linarith)
    have hE : (E - 1) / (E + 1) * (E + 1) = E - 1 := div_mul_cancel₀ _ Ep.ne'
    generalize (E - 1) / (E + 1) = b at b0 b1 hE
    refine ⟨b, ⟨b0, b1⟩, ?_⟩
    have r : (1 + b) / (1 - b) = E := by
      rw [div_eq_iff (by linarith : 0 < 1 - b).ne']
      linear_combination hE
    rw [hF b b0, r, hl]
    have m : c / 3 + 1 ≤ 2 * (c / 3 + 1) / (2 * b) := by
      rw [le_div_iff₀ (by positivity)]
      nlinarith
    linarith
  exact isPreconnected_Ioo.intermediate_value ha hb cont ⟨hac, hbc⟩
```

With $c=(vq/\omega_p)^2$, the point $x$ found this way yields the plasmon frequency $vq/x$. The auxiliary statement `key` is the uniqueness argument for two zeros $a<b$.

```lean
/-- At every wave number `q > 0` the dielectric function has exactly one zero with `w > v q`. -/
theorem existsUnique_plasmon {wp v q : ℝ} (hwp : 0 < wp) (hv : 0 < v) (hq : 0 < q) :
    ∃! w, v * q < w ∧ eps wp v q w = 0 := by
  have s : 0 < v * q := mul_pos hv hq
  have key : ∀ a b, v * q < a → a < b → eps wp v q a = 0 → eps wp v q b = 0 → False := by
    intro a b ha hab ea eb
    have a0 : 0 < a := s.trans ha
    have b0 : 0 < b := a0.trans hab
    have A := (eps_eq_zero_iff s ha).1 ea
    have B := (eps_eq_zero_iff s (ha.trans hab)).1 eb
    have m : g (v * q / b) ≤ g (v * q / a) :=
      g_mono (div_pos s b0) (by gcongr) ((div_lt_one a0).2 ha)
    have m' := mul_le_mul_of_nonneg_left m (sq_nonneg wp)
    nlinarith
  obtain ⟨x, ⟨x0, x1⟩, hx⟩ := exists_sq_mul_g (c := (v * q / wp) ^ 2) (by positivity)
  have hw : v * q < v * q / x := by
    rw [lt_div_iff₀ x0]
    nlinarith
  have hz : eps wp v q (v * q / x) = 0 := by
    rw [eps_eq_zero_iff s hw]
    have e : v * q / (v * q / x) = x := by field_simp
    have G : g x = (v * q / wp) ^ 2 / x ^ 2 := by
      rw [eq_div_iff (pow_pos x0 2).ne']
      linarith
    rw [e, G]
    field_simp
  refine ⟨v * q / x, ⟨hw, hz⟩, ?_⟩
  rintro y ⟨hy, ey⟩
  rcases lt_trichotomy y (v * q / x) with h | h | h
  · exact (key _ _ hy h ey hz).elim
  · exact h
  · exact (key _ _ hw h hz ey).elim
```

That a zero exists at every $q$ is a feature of the long-wavelength model. In the full RPA, the plasmon branch runs into the particle-hole continuum at a finite wave number.

## The limit of small wave number

The main theorem takes any function `w` that, for all sufficiently small $q>0$, picks a zero of `eps` above $vq$. The preceding theorem guarantees that such a function exists. Neither continuity of `w` nor its limit is assumed.

The proof first collects $\omega\ge\omega_p$ and the plasmon condition in `H`, then shows that $x=vq/\omega$ tends to zero from above. The limit $\omega\to\omega_p$ follows by writing $\omega$ as the square root of $\omega_p^2g(x)$. The last part is the factorisation displayed above.

```lean
/-- RPA plasmon dispersion: if `w(q) > v q` is a zero of the dielectric function for all small
`q > 0`, then `(w(q) - wp) / q²` tends to `3 v² / (10 wp)`. -/
theorem plasmon_dispersion {wp v : ℝ} (hwp : 0 < wp) (hv : 0 < v) {w : ℝ → ℝ}
    (h : ∀ᶠ q in 𝓝[>] 0, v * q < w q ∧ eps wp v q (w q) = 0) :
    Tendsto (fun q => (w q - wp) / q ^ 2) (𝓝[>] 0) (𝓝 (3 * v ^ 2 / (10 * wp))) := by
  -- since `g ≥ 1`, the plasmon frequency is at least `wp`
  have H : ∀ᶠ q in 𝓝[>] (0 : ℝ),
      0 < q ∧ 0 < w q ∧ w q ^ 2 = wp ^ 2 * g (v * q / w q) ∧ wp ≤ w q := by
    filter_upwards [h, self_mem_nhdsWithin] with q hq hq0
    have q0 : 0 < q := hq0
    have s : 0 < v * q := mul_pos hv q0
    have w0 : 0 < w q := s.trans hq.1
    have E := (eps_eq_zero_iff s hq.1).1 hq.2
    have G := (g_bounds (div_pos s w0) ((div_lt_one w0).2 hq.1)).1
    have G1 : 1 ≤ g (v * q / w q) := by linarith [sq_nonneg (v * q / w q)]
    have S : wp ^ 2 ≤ w q ^ 2 := by
      rw [E]
      exact le_mul_of_one_le_right (sq_nonneg wp) G1
    exact ⟨q0, w0, E, by nlinarith⟩
  have hx0 : Tendsto (fun q => v * q / w q) (𝓝[>] 0) (𝓝 0) := by
    have c : Continuous (fun q : ℝ => v * q / wp) := by fun_prop
    have hu : Tendsto (fun q : ℝ => v * q / wp) (𝓝[>] 0) (𝓝 0) :=
      (c.tendsto' 0 0 (by simp)).mono_left nhdsWithin_le_nhds
    refine tendsto_of_tendsto_of_tendsto_of_le_of_le' tendsto_const_nhds hu ?_ ?_
    · filter_upwards [H] with q ⟨q0, w0, _, _⟩
      positivity
    · filter_upwards [H] with q ⟨q0, w0, _, hle⟩
      gcongr
  have hx : Tendsto (fun q => v * q / w q) (𝓝[>] 0) (𝓝[>] 0) := by
    refine tendsto_nhdsWithin_iff.2 ⟨hx0, ?_⟩
    filter_upwards [H] with q ⟨q0, w0, _, _⟩
    exact div_pos (mul_pos hv q0) w0
  have hR : Tendsto (fun q => (g (v * q / w q) - 1) / (v * q / w q) ^ 2)
      (𝓝[>] 0) (𝓝 (3 / 5)) := g_expansion.comp hx
  -- hence the plasmon frequency tends to `wp`
  have hw : Tendsto w (𝓝[>] 0) (𝓝 wp) := by
    have k : Tendsto (fun q => Real.sqrt (wp ^ 2 *
        (1 + (g (v * q / w q) - 1) / (v * q / w q) ^ 2 * (v * q / w q) ^ 2)))
        (𝓝[>] 0) (𝓝 (Real.sqrt (wp ^ 2 * (1 + 3 / 5 * 0 ^ 2)))) :=
      (Real.continuous_sqrt.tendsto _).comp
        (((hR.mul (hx0.pow 2)).const_add 1).const_mul (wp ^ 2))
    rw [show wp ^ 2 * (1 + 3 / 5 * 0 ^ 2) = wp ^ 2 by ring, Real.sqrt_sq hwp.le] at k
    refine k.congr' ?_
    filter_upwards [H] with q ⟨q0, w0, E, _⟩
    have x0 : v * q / w q ≠ 0 := (div_pos (mul_pos hv q0) w0).ne'
    rw [div_mul_cancel₀ _ (pow_ne_zero 2 x0), add_sub_cancel, ← E, Real.sqrt_sq w0.le]
  -- divide `w² - wp² = wp² (g - 1)` by `(w + wp) q²`
  have L : Tendsto (fun q => (g (v * q / w q) - 1) / (v * q / w q) ^ 2 * (wp ^ 2 * v ^ 2) /
      (w q ^ 2 * (w q + wp))) (𝓝[>] 0)
      (𝓝 (3 / 5 * (wp ^ 2 * v ^ 2) / (wp ^ 2 * (wp + wp)))) :=
    (hR.mul_const (wp ^ 2 * v ^ 2)).div ((hw.pow 2).mul (hw.add_const wp)) (by positivity)
  have e : 3 / 5 * (wp ^ 2 * v ^ 2) / (wp ^ 2 * (wp + wp)) = 3 * v ^ 2 / (10 * wp) := by
    rw [← two_mul]
    field_simp
    norm_num
  rw [e] at L
  refine L.congr' ?_
  filter_upwards [H] with q ⟨q0, w0, E, _⟩
  have A : g (v * q / w q) = w q ^ 2 / wp ^ 2 := by
    rw [eq_div_iff (pow_pos hwp 2).ne']
    linarith
  have hs : w q + wp ≠ 0 := (add_pos w0 hwp).ne'
  rw [A]
  field_simp
  ring
```

For a homogeneous gas without exchange-correlation corrections, band structure or damping, this coefficient gives a small-$q$ check for a linear-response calculation of the loss peak.

The second version starts from $\omega^2=\omega_p^2g(vq/\omega)$ and assumes $\omega(q)\to\omega_p$. Because $vq\to0$ while $\omega\to\omega_p>0$, the inequality $vq<\omega$ holds for small $q$, and the main theorem applies.

```lean
/-- The same dispersion coefficient for any `w(q)` that tends to `wp` and solves
`w² = wp² g(v q / w)` at small `q > 0`. -/
theorem plasmon_dispersion_of_tendsto {wp v : ℝ} (hwp : 0 < wp) (hv : 0 < v) {w : ℝ → ℝ}
    (hw : Tendsto w (𝓝[>] 0) (𝓝 wp))
    (h : ∀ᶠ q in 𝓝[>] 0, w q ^ 2 = wp ^ 2 * g (v * q / w q)) :
    Tendsto (fun q => (w q - wp) / q ^ 2) (𝓝[>] 0) (𝓝 (3 * v ^ 2 / (10 * wp))) := by
  have c : Continuous (fun q : ℝ => v * q) := by fun_prop
  have hs : Tendsto (fun q : ℝ => v * q) (𝓝[>] 0) (𝓝 0) :=
    (c.tendsto' 0 0 (by simp)).mono_left nhdsWithin_le_nhds
  apply plasmon_dispersion hwp hv
  filter_upwards [h, hs.eventually_lt hw hwp, self_mem_nhdsWithin] with q E hlt q0
  exact ⟨hlt, (eps_eq_zero_iff (mul_pos hv q0) hlt).2 E⟩

end

end RPAPlasmonDispersion
```

Here the assumed limit does real work. Since $g$ is even, if $\omega(q)$ is the plasmon frequency, then $-\omega(q)$ solves the same equation. It tends to $-\omega_p$, and $(-\omega(q)-\omega_p)/q^2$ diverges to $-\infty$. In the main theorem, the condition $\omega>vq$ excludes this negative branch.

```lean
#print axioms RPAPlasmonDispersion.existsUnique_plasmon
#print axioms RPAPlasmonDispersion.plasmon_dispersion
#print axioms RPAPlasmonDispersion.plasmon_dispersion_of_tendsto
```

```
'RPAPlasmonDispersion.existsUnique_plasmon' depends on axioms: [propext, Classical.choice, Quot.sound]
'RPAPlasmonDispersion.plasmon_dispersion' depends on axioms: [propext, Classical.choice, Quot.sound]
'RPAPlasmonDispersion.plasmon_dispersion_of_tendsto' depends on axioms: [propext, Classical.choice, Quot.sound]
```
